# Normal and anomalous vacuum contractions of $c_i=\sum_k(U_{ik}b_k+V_{ik}b_k^\dagger)$ for arbitrary complex $U$ and $V$

If I evaluate a two-body energy in a paired fermionic state with only the direct and exchange terms, the pairing energy is missing. If I conjugate $V_{jk}$ instead of $V_{ik}$ in the contraction of $c_i^\dagger$ with $c_j$, the density matrix comes out transposed. Both errors come from the contractions, so I would like to have those settled.

Let $b_k$ and their adjoints $b_k^\dagger$ obey the canonical anticommutation relations, let $\Omega$ be a unit vector with $b_k\Omega=0$ for all $k$, and define $c_i$ as in the title. I believe that

$$\langle\Omega,c_i^\dagger c_j\Omega\rangle=\sum_k\overline{V_{ik}}\,V_{jk},\qquad \langle\Omega,c_ic_j\Omega\rangle=\sum_k U_{ik}V_{jk},$$

even when the transformation is not unitary. Can this be derived rigorously and checked in Lean, together with the two-body expectation value that follows from it?

## Carrying an annihilator to the vacuum

Yes, for finitely many modes. For coefficient vectors $u,v$, write

$$A(u)=\sum_k u_kb_k,\qquad F(u,v)=\sum_k(u_kb_k+v_kb_k^\dagger).$$

The inner product is conjugate-linear in its first argument. Since $\langle\Omega,b_k^\dagger y\rangle=\langle b_k\Omega,y\rangle=0$, the creation part of the leftmost operator drops out:

$$\langle\Omega,F(u,v)y\rangle=\langle\Omega,A(u)y\rangle.$$

Next, move a single $b_k$ through a field operator, using $b_kb_l=-b_lb_k$ and $b_kb_l^\dagger=\delta_{kl}-b_l^\dagger b_k$:

$$\begin{aligned}
b_kF(u',v')x&=\sum_l\bigl(u'_l\,b_kb_lx+v'_l\,b_kb_l^\dagger x\bigr)\\
&=\sum_l\bigl(-u'_l\,b_lb_kx+v'_l\delta_{kl}x-v'_l\,b_l^\dagger b_kx\bigr)\\
&=v'_kx-F(u',v')b_kx.
\end{aligned}$$

Multiplying by $u_k$ and summing over $k$ gives

$$A(u)F(u',v')x=\Bigl(\sum_ku_kv'_k\Bigr)x-F(u',v')A(u)x.$$

For $x=\Omega$ the last term vanishes, because $A(u)\Omega=0$. With $\|\Omega\|=1$,

$$\langle\Omega,F(u,v)F(u',v')\Omega\rangle=\sum_ku_kv'_k.$$

Taking the adjoint of $c_i$ gives $c_i^\dagger=\sum_k(\overline{V_{ik}}\,b_k+\overline{U_{ik}}\,b_k^\dagger)$. The annihilation coefficients of the left operator are therefore $\overline{V_{ik}}$ for $c_i^\dagger$ and $U_{ik}$ for $c_i$, while the creation coefficients of $c_j$ are $V_{jk}$. This yields both contractions.

## Three passages give the two-body value

For four field operators $F_1,\dots,F_4$ with coefficients $u_a,v_a$, put $\langle ab\rangle=\sum_k u_{a,k}v_{b,k}$ and let $A_1$ be the annihilation part of $F_1$. Moving $A_1$ through the other three gives

$$A_1F_2F_3F_4\Omega=\langle12\rangle F_3F_4\Omega-\langle13\rangle F_2F_4\Omega+\langle14\rangle F_2F_3\Omega-F_2F_3F_4A_1\Omega.$$

The last term is zero. The inner product with $\Omega$ leaves

$$\langle12\rangle\langle34\rangle-\langle13\rangle\langle24\rangle+\langle14\rangle\langle23\rangle.$$

Now write $N_{ij}=\sum_k\overline{V_{ik}}V_{jk}$ and $K_{ij}=\sum_kU_{ik}V_{jk}$. Substituting $c_p^\dagger,c_q^\dagger,c_s,c_r$ in that order gives

$$\langle\Omega,c_p^\dagger c_q^\dagger c_sc_r\Omega\rangle=N_{pr}N_{qs}-N_{ps}N_{qr}+\overline{K_{qp}}\,K_{sr}.$$

These are the direct, exchange and pairing terms. In Hartree–Fock–Bogoliubov theory with finitely many modes, where the state is a quasiparticle vacuum, $N$ and $K$ are the one-body density matrix and the pairing tensor, up to the convention for index order.

## How the Lean statements encode the modes and the vacuum

`H` is a complex inner product space, not necessarily complete or finite-dimensional. The mode label $k$ runs over the finite type `ι`, and $i,j$ run over an arbitrary type `κ`. The operators are linear maps defined on all of `H`, and an operator product is written as repeated application.

`IsFermiModes b bd` contains three conditions:

- `adj` says that `bd k` is the adjoint of `b k`.
- `car` is $\{b_k,b_l^\dagger\}=\delta_{kl}$.
- `anti` is $\{b_k,b_l\}=0$. The relation for two creators follows from this one by taking adjoints.

The vacuum enters through `hΩ` (unit norm) and `h0` (annihilation by every mode). `fieldOp` is $F(u,v)$ and `annih` is $A(u)$. `quasi` is $c_i$; in the Hartree–Fock–Bogoliubov reading, that is the original particle operator, and the `b k` are the quasiparticles. `quasiDag` is defined by its explicit coefficients, and `quasi_adjoint` proves that it is the adjoint of `quasi`.

Nothing is assumed about `U` and `V`, so the $c_i$ need not obey anticommutation relations themselves. A contraction here is the vacuum expectation value of a product of two operators in the given order. `wick_four` is the four-operator case of Wick's theorem; longer products, time ordering and thermal states are not treated.

```lean
import Mathlib

open scoped InnerProductSpace ComplexConjugate

noncomputable section

namespace FermionContractions

variable {H ι κ : Type*} [NormedAddCommGroup H] [InnerProductSpace ℂ H]
  [Fintype ι] [DecidableEq ι]

/-- Fermionic modes: `bd k` is the adjoint of `b k`, and together they obey the canonical
anticommutation relations. -/
structure IsFermiModes {H ι : Type*} [NormedAddCommGroup H] [InnerProductSpace ℂ H]
    [DecidableEq ι] (b bd : ι → H →ₗ[ℂ] H) : Prop where
  adj : ∀ k x y, ⟪b k x, y⟫_ℂ = ⟪x, bd k y⟫_ℂ
  car : ∀ k l x, b k (bd l x) + bd l (b k x) = if k = l then x else 0
  anti : ∀ k l x, b k (b l x) + b l (b k x) = 0

/-- The annihilation operator `∑ₖ uₖ bₖ`. -/
def annih (b : ι → H →ₗ[ℂ] H) (u : ι → ℂ) : H →ₗ[ℂ] H := ∑ k, u k • b k

/-- The linear field operator `∑ₖ (uₖ bₖ + vₖ bₖ†)`. -/
def fieldOp (b bd : ι → H →ₗ[ℂ] H) (u v : ι → ℂ) : H →ₗ[ℂ] H :=
  ∑ k, (u k • b k + v k • bd k)

/-- The transformed operator `cᵢ = ∑ₖ (Uᵢₖ bₖ + Vᵢₖ bₖ†)`. -/
def quasi (b bd : ι → H →ₗ[ℂ] H) (U V : Matrix κ ι ℂ) (i : κ) : H →ₗ[ℂ] H :=
  fieldOp b bd (fun k => U i k) (fun k => V i k)

/-- The operator `cᵢ† = ∑ₖ (conj Vᵢₖ bₖ + conj Uᵢₖ bₖ†)`. -/
def quasiDag (b bd : ι → H →ₗ[ℂ] H) (U V : Matrix κ ι ℂ) (i : κ) : H →ₗ[ℂ] H :=
  fieldOp b bd (fun k => conj (V i k)) (fun k => conj (U i k))

variable {b bd : ι → H →ₗ[ℂ] H} {Ω : H}

omit [DecidableEq ι] in
lemma annih_apply (u : ι → ℂ) (x : H) : annih b u x = ∑ k, u k • b k x := by
  simp [annih, LinearMap.sum_apply]

omit [DecidableEq ι] in
lemma fieldOp_apply (u v : ι → ℂ) (x : H) :
    fieldOp b bd u v x = ∑ k, (u k • b k x + v k • bd k x) := by
  simp [fieldOp, LinearMap.sum_apply]

/-- `cᵢ†` is the adjoint of `cᵢ`. -/
theorem quasi_adjoint (h : IsFermiModes b bd) (U V : Matrix κ ι ℂ) (i : κ) (x y : H) :
    ⟪quasi b bd U V i x, y⟫_ℂ = ⟪x, quasiDag b bd U V i y⟫_ℂ := by
  have h' : ∀ k, ⟪bd k x, y⟫_ℂ = ⟪x, b k y⟫_ℂ := fun k => by
    rw [← inner_conj_symm (bd k x) y, ← h.adj, inner_conj_symm]
  simp only [quasi, quasiDag, fieldOp_apply, sum_inner, inner_sum]
  refine Finset.sum_congr rfl fun k _ => ?_
  rw [inner_add_left, inner_add_right, inner_smul_left, inner_smul_left,
    inner_smul_right, inner_smul_right, h.adj, h']
  ring

/-- Against the vacuum on the left, only the annihilation part of a field operator survives. -/
theorem vacuum_left (h : IsFermiModes b bd) (h0 : ∀ k, b k Ω = 0) (u v : ι → ℂ) (y : H) :
    ⟪Ω, fieldOp b bd u v y⟫_ℂ = ⟪Ω, annih b u y⟫_ℂ := by
  simp only [fieldOp_apply, annih_apply, inner_sum, inner_add_right, inner_smul_right,
    ← h.adj, h0, inner_zero_left, mul_zero, add_zero]

/-- Moving an annihilation operator to the right through a field operator changes the sign
and leaves behind the scalar `∑ₖ uₖ v'ₖ`. -/
theorem annih_fieldOp (h : IsFermiModes b bd) (u u' v' : ι → ℂ) (x : H) :
    annih b u (fieldOp b bd u' v' x) =
      (∑ k, u k * v' k) • x - fieldOp b bd u' v' (annih b u x) := by
  -- first for a single mode
  have hb : ∀ k, b k (fieldOp b bd u' v' x) = v' k • x - fieldOp b bd u' v' (b k x) := by
    intro k
    rw [eq_sub_iff_add_eq, fieldOp_apply, fieldOp_apply, map_sum, ← Finset.sum_add_distrib]
    calc _ = ∑ l, v' l • (if k = l then x else 0) := by
          refine Finset.sum_congr rfl fun l _ => ?_
          rw [← h.car k l x, map_add, map_smul, map_smul]
          linear_combination (norm := module) u' l • h.anti k l x
      _ = v' k • x := by simp
  -- then for the linear combination
  simp only [annih_apply, hb, smul_sub, Finset.sum_sub_distrib, smul_smul, Finset.sum_smul,
    map_sum, map_smul]

/-- The vacuum expectation value of a product of two field operators is `∑ₖ uₖ v'ₖ`. -/
theorem two_point (h : IsFermiModes b bd) (hΩ : ‖Ω‖ = 1) (h0 : ∀ k, b k Ω = 0)
    (u v u' v' : ι → ℂ) :
    ⟪Ω, fieldOp b bd u v (fieldOp b bd u' v' Ω)⟫_ℂ = ∑ k, u k * v' k := by
  have hz : annih b u Ω = 0 := by simp [annih_apply, h0]
  rw [vacuum_left h h0, annih_fieldOp h, hz, map_zero, sub_zero, inner_smul_right,
    inner_self_eq_norm_sq_to_K, hΩ]
  simp

/-- The normal contraction `⟨cᵢ† cⱼ⟩` and the anomalous contraction `⟨cᵢ cⱼ⟩` in the vacuum
of the modes `b`, for arbitrary complex `U` and `V`. -/
theorem contractions (h : IsFermiModes b bd) (hΩ : ‖Ω‖ = 1) (h0 : ∀ k, b k Ω = 0)
    (U V : Matrix κ ι ℂ) (i j : κ) :
    ⟪Ω, quasiDag b bd U V i (quasi b bd U V j Ω)⟫_ℂ = ∑ k, conj (V i k) * V j k ∧
    ⟪Ω, quasi b bd U V i (quasi b bd U V j Ω)⟫_ℂ = ∑ k, U i k * V j k :=
  ⟨two_point h hΩ h0 _ _ _ _, two_point h hΩ h0 _ _ _ _⟩

/-- Wick's theorem for four field operators: the vacuum expectation value is the signed sum
over the three pairings, `⟨12⟩⟨34⟩ - ⟨13⟩⟨24⟩ + ⟨14⟩⟨23⟩`, with `⟨ij⟩ = ∑ₖ uᵢₖ vⱼₖ`. -/
theorem wick_four (h : IsFermiModes b bd) (hΩ : ‖Ω‖ = 1) (h0 : ∀ k, b k Ω = 0)
    (u₁ v₁ u₂ v₂ u₃ v₃ u₄ v₄ : ι → ℂ) :
    ⟪Ω, fieldOp b bd u₁ v₁ (fieldOp b bd u₂ v₂
        (fieldOp b bd u₃ v₃ (fieldOp b bd u₄ v₄ Ω)))⟫_ℂ =
      (∑ k, u₁ k * v₂ k) * (∑ k, u₃ k * v₄ k) - (∑ k, u₁ k * v₃ k) * (∑ k, u₂ k * v₄ k)
        + (∑ k, u₁ k * v₄ k) * (∑ k, u₂ k * v₃ k) := by
  have hz : annih b u₁ Ω = 0 := by simp [annih_apply, h0]
  -- carry the annihilation part of the first operator through the other three
  rw [vacuum_left h h0, annih_fieldOp h, annih_fieldOp h, annih_fieldOp h, hz]
  simp only [map_zero, sub_zero, map_sub, map_smul, inner_sub_right, inner_smul_right,
    two_point h hΩ h0]
  ring

/-- The two-body expectation value `⟨c_p† c_q† c_s c_r⟩` is a direct term minus an exchange
term plus a pairing term. -/
theorem two_body (h : IsFermiModes b bd) (hΩ : ‖Ω‖ = 1) (h0 : ∀ k, b k Ω = 0)
    (U V : Matrix κ ι ℂ) (p q r s : κ) :
    ⟪Ω, quasiDag b bd U V p (quasiDag b bd U V q
        (quasi b bd U V s (quasi b bd U V r Ω)))⟫_ℂ =
      (∑ k, conj (V p k) * V r k) * (∑ k, conj (V q k) * V s k)
        - (∑ k, conj (V p k) * V s k) * (∑ k, conj (V q k) * V r k)
        + (∑ k, conj (V p k) * conj (U q k)) * (∑ k, U s k * V r k) := by
  simp only [quasi, quasiDag]
  rw [wick_four h hΩ h0]
  ring

/-- A 4 × 4 matrix acting on the state space of two modes. -/
def act (M : Matrix (Fin 4) (Fin 4) ℂ) :
    EuclideanSpace ℂ (Fin 4) →ₗ[ℂ] EuclideanSpace ℂ (Fin 4) where
  toFun x := WithLp.toLp 2 (M.mulVec x.ofLp)
  map_add' x y := by simp [Matrix.mulVec_add]
  map_smul' a x := by simp [Matrix.mulVec_smul]

/-- Annihilation matrices of two modes in the basis `|00⟩, |10⟩, |01⟩, |11⟩`. -/
def jw : Fin 2 → Matrix (Fin 4) (Fin 4) ℂ :=
  ![!![0, 1, 0, 0; 0, 0, 0, 0; 0, 0, 0, 1; 0, 0, 0, 0],
    !![0, 0, 1, 0; 0, 0, 0, -1; 0, 0, 0, 0; 0, 0, 0, 0]]

/-- The two modes `jw` with their conjugate transposes are fermionic modes, and the first
basis vector is a unit vector annihilated by both. -/
theorem modes_witness :
    IsFermiModes (fun k => act (jw k)) (fun k => act (jw k).conjTranspose) ∧
    ‖(!₂[1, 0, 0, 0] : EuclideanSpace ℂ (Fin 4))‖ = 1 ∧
    ∀ k, act (jw k) !₂[1, 0, 0, 0] = 0 := by
  refine ⟨⟨?_, ?_, ?_⟩, ?_, ?_⟩
  · intro k x y
    fin_cases k <;>
      simp [act, jw, PiLp.inner_apply, Matrix.mulVec, dotProduct, Fin.sum_univ_four]
  · intro k l x
    ext i
    fin_cases k <;> fin_cases l <;> fin_cases i <;>
      simp [act, jw, Matrix.mulVec, dotProduct, Fin.sum_univ_four]
  · intro k l x
    ext i
    fin_cases k <;> fin_cases l <;> fin_cases i <;>
      simp [act, jw, dotProduct, Fin.sum_univ_four]
  · simp [EuclideanSpace.norm_eq, Fin.sum_univ_four]
  · intro k
    ext i
    fin_cases k <;> fin_cases i <;>
      simp [act, jw, dotProduct, Fin.sum_univ_four]

end FermionContractions
```

```lean
#print axioms FermionContractions.quasi_adjoint
#print axioms FermionContractions.contractions
#print axioms FermionContractions.two_body
```

```
'FermionContractions.quasi_adjoint' depends on axioms: [propext, Classical.choice, Quot.sound]
'FermionContractions.contractions' depends on axioms: [propext, Classical.choice, Quot.sound]
'FermionContractions.two_body' depends on axioms: [propext, Classical.choice, Quot.sound]
```

## Where each step sits in the proof

`vacuum_left` removes the creation part: it rewrites with `← h.adj` to move each creator onto the vacuum as an annihilator, where `h0` gives zero.

`annih_fieldOp` is the passage to the right. Its inner statement `hb` treats a single $b_k$. There, `car` replaces the Kronecker delta by an anticommutator, and `linear_combination` uses `anti`, weighted by `u' l`, to cancel the terms with two annihilators. The closing `simp only` forms the linear combination over $k$.

`two_point` combines these two results with `hz`, the statement $A(u)\Omega=0$, and the norm of $\Omega$. `contractions` applies it twice, once for each choice of coefficients.

`wick_four` rewrites with `annih_fieldOp` three times, once per passage, and evaluates the remaining pairs by `two_point`. `two_body` inserts the coefficients, and `ring` puts the terms in the order direct, exchange, pairing.

In `quasi_adjoint`, the auxiliary `h'` is the adjoint relation read in the other direction, obtained from conjugate symmetry of the inner product. The sums then agree term by term.

Finally, `modes_witness` shows that the hypotheses are satisfiable, with two modes on $\mathbb{C}^4$. The matrices `jw` carry the Jordan–Wigner sign in the entry $-1$, which makes the two modes anticommute. The relations are checked component by component after `fin_cases` has split the indices.
